# Induction in stages: the same band character from a common subgroup through either of two site groups

## Two inversion centres on a ring of two cells

Take a ring of two unit cells with lattice constant 1, so that positions count modulo 2. Its symmetry operations are the identity, the translation $T: r\mapsto r+1$, the inversion $s: r\mapsto -r$ and the inversion $t=Ts: r\mapsto 1-r$. The operation $s$ leaves the sites $0$ and $1$ in place, and $t$ leaves $\tfrac12$ and $\tfrac32$ in place.

Put one even orbital on each of the sites $0$ and $1$. The traces of $(1,T,s,t)$ on these two orbitals are $(2,0,2,0)$. For odd orbitals on the same sites they are $(2,0,-2,0)$. On the sites $\tfrac12$ and $\tfrac32$ the even and odd orbitals give $(2,0,0,2)$ and $(2,0,0,-2)$. The four lists differ, but even plus odd gives $(4,0,0,0)$ at either pair of sites.

The reason is a third arrangement: one orbital at a general position and its three images. No operation except the identity leaves any of them in place, so the traces are $(4,0,0,0)$. Grouped in pairs around $0$ and $1$, the four orbitals form even and odd combinations there; grouped around $\tfrac12$ and $\tfrac32$, they do the same there.

The general question is when orbitals on different sites of a crystal give bands with the same symmetry character. Let $K$ be the group of operations that fix a position of low symmetry, and let $K$ lie in the site groups $H_1$ and $H_2$ of two positions of higher symmetry. Then the character induced from $K$ to the whole group is the same through $H_1$ as through $H_2$. The character induced from $K$ to $H_1$ belongs to a set of orbitals at the first position, and the one induced to $H_2$ to a set at the second. For non-interacting bands in a finite periodic crystal, symmetry labels therefore can't tell the bands of these two sets apart.

All groups below are subgroups of one finite group $G$, such as a space group with periodic boundary conditions.

```lean
import Mathlib

open scoped Classical

namespace BandInduction

noncomputable section

variable {G : Type*} [Group G] [Fintype G]
```

## The induced character as a sum over conjugates

Let a set of orbitals at one position carry the character $f$ of its site group $K$, and let a larger group $H$ generate the equivalent positions. These are labelled by the cosets $xK$ with $x\in H$. An operation $g\in H$ leaves the position $xK$ in place when $gxK=xK$, that is, when $x^{-1}gx\in K$, and the orbitals there then contribute $f(x^{-1}gx)$ to the trace. Each coset has $|K|$ elements, all with the same contribution, so

$$(\mathrm{Ind}_K^H f)(g)=\frac{1}{|K|}\sum_{\substack{x\in H\\ x^{-1}gx\in K}} f(x^{-1}gx).$$

In Lean this is `ind K H f g`. The sum runs over all of $G$, and terms that fail either condition are set to zero. The function `f` is any complex function on $G$, not necessarily a character. The formula is taken as the definition; that it equals the trace over actual orbitals is the step from the model to a crystal, and it rests on the coset argument above.

```lean
/-- The function induced from `K` to `H`, both subgroups of a finite group `G`: the sum of
`f (x⁻¹ g x)` over `x` in `H` with `x⁻¹ g x` in `K`, divided by the order of `K`. -/
def ind (K H : Subgroup G) (f : G → ℂ) (g : G) : ℂ :=
  (Nat.card K : ℂ)⁻¹ *
    ∑ x : G, if x ∈ H ∧ x⁻¹ * g * x ∈ K then f (x⁻¹ * g * x) else 0
```

Although `f` is defined on all of $G$, only its values on $K$ matter, because every nonzero term has its argument in $K$. The proof compares the two sums term by term.

```lean
/-- Induction from `K` uses only the values of the function on `K`. -/
theorem ind_congr (K H : Subgroup G) {f f' : G → ℂ} (hf : ∀ k ∈ K, f k = f' k) (g : G) :
    ind K H f g = ind K H f' g := by
  unfold ind
  congr 1
  refine Finset.sum_congr rfl fun x _ => ?_
  by_cases hP : x ∈ H ∧ x⁻¹ * g * x ∈ K
  · simp only [if_pos hP]
    exact hf _ hP.2
  · simp only [if_neg hP]
```

The sum is also linear in $f$. For weights $n_i$ and functions $\sigma_i$,

$$\mathrm{Ind}_K^H\Big(\sum_i n_i\sigma_i\Big)=\sum_i n_i\,\mathrm{Ind}_K^H\sigma_i ,$$

by exchanging the sum over $i$ with the sum over $x$, which is the step `Finset.sum_comm`.

```lean
/-- Induction is linear: a weighted sum of functions induces the same weighted sum of the induced
functions. -/
theorem ind_sum (K H : Subgroup G) {ι : Type*} [Fintype ι] (n : ι → ℂ) (σ : ι → G → ℂ)
    (g : G) : ind K H (fun h => ∑ i, n i * σ i h) g = ∑ i, n i * ind K H (σ i) g := by
  unfold ind
  simp only [Finset.mul_sum]
  symm
  rw [Finset.sum_comm]
  refine Finset.sum_congr rfl fun x _ => ?_
  by_cases hP : x ∈ H ∧ x⁻¹ * g * x ∈ K
  · simp only [if_pos hP]
    rw [Finset.mul_sum]
    exact Finset.sum_congr rfl fun i _ => by ring
  · simp only [if_neg hP, mul_zero, Finset.sum_const_zero]
```

## Conjugation and the number of states

A character takes the same value on conjugate operations. For $h\in H$, the value at $h^{-1}gh$ contains the terms $f(x^{-1}h^{-1}ghx)=f((hx)^{-1}g(hx))$. With $z=hx$, which lies in $H$ exactly when $x$ does, the sum becomes the one for $g$. The bijection $x\mapsto hx$ is `Equiv.mulLeft h`.

```lean
/-- The induced function is a class function: it is unchanged when its argument is conjugated
by an element of `H`. -/
theorem ind_conj (K H : Subgroup G) (f : G → ℂ) (g : G) {h : G} (hh : h ∈ H) :
    ind K H f (h⁻¹ * g * h) = ind K H f g := by
  unfold ind
  congr 1
  apply Fintype.sum_equiv (Equiv.mulLeft h)
  intro x
  have e : (h * x)⁻¹ * g * (h * x) = x⁻¹ * (h⁻¹ * g * h) * x := by group
  have hm : h * x ∈ H ↔ x ∈ H := mul_mem_cancel_left hh
  show _ = if h * x ∈ H ∧ (h * x)⁻¹ * g * (h * x) ∈ K
    then f ((h * x)⁻¹ * g * (h * x)) else 0
  rw [e, hm]
```

The next step is a count: a constant $c$ summed over the elements of $H$ gives $|H|\,c$.

```lean
/-- Summing a constant over the elements of a subgroup gives the group order times the
constant. -/
theorem sum_subgroup (H : Subgroup G) (c : ℂ) :
    (∑ y : G, if y ∈ H then c else 0) = (Nat.card H : ℂ) * c := by
  have hc : Nat.card H = (Finset.univ.filter (fun y : G => y ∈ H)).card := by
    rw [Nat.card_eq_fintype_card]
    exact Fintype.card_of_subtype _ (by simp)
  rw [← Finset.sum_filter, Finset.sum_const, nsmul_eq_mul, hc]
```

At $g=1$ every conjugate is $1$, which lies in $K$, so all $|H|$ terms equal $f(1)$ and

$$(\mathrm{Ind}_K^H f)(1)=\frac{|H|}{|K|}\,f(1).$$

For $K\le H$ this is the number of equivalent positions times the number of orbitals at each. On the ring, one orbital with site group $\{1,s\}$ gives $4/2=2$ states, one per cell, which together form one band.

```lean
/-- At the identity the induced function equals the order of `H` divided by the order of `K`, times
the value of the original function at the identity. -/
theorem ind_one (K H : Subgroup G) (f : G → ℂ) :
    ind K H f 1 = (Nat.card H : ℂ) / (Nat.card K : ℂ) * f 1 := by
  have key : ∀ x : G, (if x ∈ H ∧ x⁻¹ * 1 * x ∈ K then f (x⁻¹ * 1 * x) else 0)
      = if x ∈ H then f 1 else 0 := by
    intro x
    by_cases hx : x ∈ H <;> simp [hx, K.one_mem]
  unfold ind
  rw [Finset.sum_congr rfl fun x _ => key x, sum_subgroup]
  ring
```

## Removing the intermediate group

Let $K\le H\le L$. Written out, the two-stage induction is

$$(\mathrm{Ind}_H^L\,\mathrm{Ind}_K^H f)(g)=\frac{1}{|H|\,|K|}\sum_{\substack{x\in L\\ x^{-1}gx\in H}}\ \sum_{\substack{y\in H\\ y^{-1}x^{-1}gxy\in K}} f(y^{-1}x^{-1}gxy).$$

Exchange the sums, fix $y\in H$ and set $z=xy$. The argument of $f$ becomes $z^{-1}gz$. Since $y\in H\le L$, the conditions $x\in L$ and $z\in L$ are equivalent. The intermediate condition follows from the last one: if $k=z^{-1}gz$ lies in $K$, then

$$x^{-1}gx=y\,k\,y^{-1}\in H,$$

because $K\le H$. Each $y\in H$ therefore contributes the same sum

$$S=\sum_{\substack{z\in L\\ z^{-1}gz\in K}} f(z^{-1}gz),$$

and the total is

$$\frac{1}{|H|\,|K|}\,|H|\,S=\frac{S}{|K|}=(\mathrm{Ind}_K^L f)(g).$$

The theorem `ind_ind` states this as an equality of functions on $G$, for any complex `f`. Inside its proof, `reindex` carries out the substitution for fixed `y`, with `Equiv.mulRight y` as the bijection and `hc` as the intermediate condition. The auxiliary fact `pull` moves the condition on $x$ inside the sum over $y$, so that the two sums can be exchanged. The count `sum_subgroup` then supplies the factor $|H|$, which cancels.

```lean
/-- Induction in stages: for `K ≤ H ≤ L`, inducing from `K` to `H` and then from `H` to `L`
is the same as inducing from `K` to `L` directly. -/
theorem ind_ind {K H L : Subgroup G} (hKH : K ≤ H) (hHL : H ≤ L) (f : G → ℂ) :
    ind H L (ind K H f) = ind K L f := by
  funext g
  -- for fixed `y` in `H`, the substitution `z = x * y` removes `y` from the sum
  have reindex : ∀ y : G,
      (∑ x : G, if x ∈ L ∧ x⁻¹ * g * x ∈ H then
        (if y ∈ H ∧ y⁻¹ * (x⁻¹ * g * x) * y ∈ K then f (y⁻¹ * (x⁻¹ * g * x) * y) else 0)
        else 0)
      = if y ∈ H then
        (∑ z : G, if z ∈ L ∧ z⁻¹ * g * z ∈ K then f (z⁻¹ * g * z) else 0) else 0 := by
    intro y
    by_cases hy : y ∈ H
    · rw [if_pos hy]
      apply Fintype.sum_equiv (Equiv.mulRight y)
      intro x
      have e : (x * y)⁻¹ * g * (x * y) = y⁻¹ * (x⁻¹ * g * x) * y := by group
      have hL : x * y ∈ L ↔ x ∈ L := mul_mem_cancel_right (hHL hy)
      show _ = if x * y ∈ L ∧ (x * y)⁻¹ * g * (x * y) ∈ K
        then f ((x * y)⁻¹ * g * (x * y)) else 0
      rw [e, hL]
      by_cases hk : y⁻¹ * (x⁻¹ * g * x) * y ∈ K
      · -- the intermediate condition holds because `K ≤ H`
        have hc : x⁻¹ * g * x ∈ H := by
          have h3 := H.mul_mem (H.mul_mem hy (hKH hk)) (H.inv_mem hy)
          have e2 : y * (y⁻¹ * (x⁻¹ * g * x) * y) * y⁻¹ = x⁻¹ * g * x := by group
          rwa [e2] at h3
        by_cases hx : x ∈ L <;> simp only [hx, hk, hc, hy, and_self, false_and, if_true, if_false]
      · simp only [hk, and_false, if_false, ite_self]
    · simp only [hy, false_and, if_false, ite_self, Finset.sum_const_zero]
  have pull : ∀ (P : Prop) [Decidable P] (c : ℂ) (F : G → ℂ),
      (if P then c * ∑ y, F y else 0) = c * ∑ y, if P then F y else 0 := by
    intro P _ c F
    by_cases hP : P <;> simp [hP]
  have hH : (Nat.card H : ℂ) ≠ 0 := Nat.cast_ne_zero.mpr Nat.card_pos.ne'
  simp only [ind, pull]
  rw [← Finset.mul_sum, Finset.sum_comm, Finset.sum_congr rfl fun y _ => reindex y,
    sum_subgroup, mul_left_comm, inv_mul_cancel_left₀ hH]
```

## Two routes to the full group

With $L=G$, written `⊤` in Lean, both routes equal the direct induction:

$$\mathrm{Ind}_{H_1}^G\mathrm{Ind}_K^{H_1}f=\mathrm{Ind}_K^G f=\mathrm{Ind}_{H_2}^G\mathrm{Ind}_K^{H_2}f .$$

The site groups need not be maximal; it is enough that both contain $K$.

```lean
/-- If `K` lies in two site groups `H₁` and `H₂`, inducing from `K` to the full group through
`H₁` or through `H₂` gives the same function. -/
theorem ind_two_sites {K H₁ H₂ : Subgroup G} (h₁ : K ≤ H₁) (h₂ : K ≤ H₂) (f : G → ℂ) :
    ind H₁ ⊤ (ind K H₁ f) = ind H₂ ⊤ (ind K H₂ f) := by
  rw [ind_ind h₁ le_top, ind_ind h₂ le_top]
```

If $K$ lies in only one of the two groups, the equality can fail. On the two-cell ring take $K=H_1=\{1,s\}$, $H_2=\{1,t\}$ and $f=1$. The route through $H_1$ gives $(2,0,2,0)$ on $(1,T,s,t)$. For the other route, the formula for $\mathrm{Ind}_K^{H_2}f$ gives $1$ at the identity and $0$ at $t$, and inducing this to $G$ gives $(2,0,0,0)$. The values at the identity agree, but those at $s$ do not. The second list is not the character of any set of orbitals, since it would contain each of the four irreducible characters of $G$ half a time. The coset argument behind the formula needs the smaller group to lie in the larger one, so both $K\le H_1$ and $K\le H_2$ are assumed.

## Composites of bands

In practice the function induced from $K$ to a site group is split into site characters. Suppose that

$$\mathrm{Ind}_K^{H_1}f=\sum_i n_i\sigma_i\ \text{ on } H_1,\qquad \mathrm{Ind}_K^{H_2}f=\sum_j m_j\tau_j\ \text{ on } H_2,$$

with multiplicities $n_i$ and $m_j$. By linearity and the equality of the two routes,

$$\sum_i n_i\,\mathrm{Ind}_{H_1}^G\sigma_i=\mathrm{Ind}_{H_1}^G\mathrm{Ind}_K^{H_1}f=\mathrm{Ind}_{H_2}^G\mathrm{Ind}_K^{H_2}f=\sum_j m_j\,\mathrm{Ind}_{H_2}^G\tau_j .$$

In `composite_bands_eq` the two decompositions are the hypotheses `hσ` and `hτ`. They stand for the reduction of the orbitals around each site into symmetry types, which a character table provides when $f$ is a character. They are required only on `H₁` and `H₂`, and `ind_congr` is what makes that sufficient. The functions `σ i` and `τ j` need not be irreducible characters.

The conclusion is an equality of characters. By itself it does not say whether one set of bands can be deformed into the other without closing a gap.

```lean
/-- Let `K` lie in `H₁` and `H₂`, and let the function induced from `K` decompose into `σ i`
on `H₁` and into `τ j` on `H₂`, with multiplicities `n i` and `m j`. Then the two
corresponding sums of functions induced to the full group are equal. -/
theorem composite_bands_eq {K H₁ H₂ : Subgroup G} (h₁ : K ≤ H₁) (h₂ : K ≤ H₂) (f : G → ℂ)
    {ι κ : Type*} [Fintype ι] [Fintype κ] (n : ι → ℕ) (m : κ → ℕ)
    (σ : ι → G → ℂ) (τ : κ → G → ℂ)
    (hσ : ∀ h ∈ H₁, ind K H₁ f h = ∑ i, (n i : ℂ) * σ i h)
    (hτ : ∀ h ∈ H₂, ind K H₂ f h = ∑ j, (m j : ℂ) * τ j h) (g : G) :
    ∑ i, (n i : ℂ) * ind H₁ ⊤ (σ i) g = ∑ j, (m j : ℂ) * ind H₂ ⊤ (τ j) g := by
  rw [← ind_sum H₁ ⊤ (fun i => (n i : ℂ)) σ g, ← ind_sum H₂ ⊤ (fun j => (m j : ℂ)) τ g,
    ← ind_congr H₁ ⊤ hσ g, ← ind_congr H₂ ⊤ hτ g, ind_two_sites h₁ h₂ f]
```

## Even plus odd at two inversion centres

The opening example uses the trivial group for $K$, written `⊥`, and $\{1,s\}$ for the site group. The latter is `Subgroup.zpowers s`, the powers of $s$, with `orderOf s = 2`. The even character is the constant $1$. The odd one is $1$ at the identity and $-1$ at $s$. The Lean function `odd` takes the value $-1$ at every element other than the identity, so it is meant as a character only on a group of order two; induction from that group reads nothing else.

```lean
/-- The function equal to `1` at the identity and `-1` elsewhere; on a group `{1, s}` of order
two it is the character of an odd orbital. -/
def odd (h : G) : ℂ := if h = 1 then 1 else -1
```

Inducing the constant $1$ from the trivial group to $\{1,s\}$ gives $2/1=2$ at the identity, which is $1+1$. At any $h\ne1$ no conjugate of $h$ is the identity, so the sum is empty and the value is $0=1+(-1)$. Hence

$$\mathrm{Ind}_{\{1\}}^{\{1,s\}}1=1+\mathrm{odd}.$$

The proof makes the same two cases, with `ind_one` for the first.

```lean
/-- For `s` of order two, the constant function `1` induced from the trivial group to `{1, s}`
is the even character plus the odd character. -/
theorem inversion_branching_witness (s : G) (hs : orderOf s = 2) (h : G) :
    ind ⊥ (Subgroup.zpowers s) (fun _ => 1) h = 1 + odd h := by
  by_cases h1 : h = 1
  · subst h1
    rw [ind_one, Nat.card_zpowers, hs]
    norm_num [odd, Subgroup.card_bot]
  · -- no conjugate of `h` is the identity, so every term vanishes
    have hx : ∀ x : G, ¬ (x ∈ Subgroup.zpowers s ∧ x⁻¹ * h * x ∈ (⊥ : Subgroup G)) := by
      rintro x ⟨_, hb⟩
      rw [Subgroup.mem_bot] at hb
      apply h1
      calc h = x * (x⁻¹ * h * x) * x⁻¹ := by group
        _ = 1 := by rw [hb]; group
    unfold ind odd
    simp only [if_neg (hx _), if_neg h1, Finset.sum_const_zero, mul_zero]
    norm_num
```

The same decomposition holds for a second element $t$ of order two. The result on composites, with two site characters on each side and all multiplicities equal to one, then gives

$$\mathrm{Ind}_{\{1,s\}}^G 1+\mathrm{Ind}_{\{1,s\}}^G\mathrm{odd}=\mathrm{Ind}_{\{1,t\}}^G 1+\mathrm{Ind}_{\{1,t\}}^G\mathrm{odd}.$$

On the two-cell ring both sides are $(4,0,0,0)$. The theorem holds for any two elements of order two in any finite group, including $s=t$, and so also for mirrors or twofold rotations acting on orbitals without spin. Its reading as orbitals at two centres applies when $\{1,s\}$ and $\{1,t\}$ are the full site groups, as on a ring whose only symmetries are translations and inversions.

```lean
/-- For two elements `s` and `t` of order two, such as inversions about two centres, an even
plus an odd orbital induce the same total band character from `{1, s}` as from `{1, t}`. -/
theorem two_inversion_centres (s t : G) (hs : orderOf s = 2) (ht : orderOf t = 2) (g : G) :
    ind (Subgroup.zpowers s) ⊤ (fun _ => 1) g + ind (Subgroup.zpowers s) ⊤ odd g
      = ind (Subgroup.zpowers t) ⊤ (fun _ => 1) g + ind (Subgroup.zpowers t) ⊤ odd g := by
  have key := composite_bands_eq (K := ⊥) (H₁ := Subgroup.zpowers s)
    (H₂ := Subgroup.zpowers t) bot_le bot_le (fun _ => 1)
    (fun _ : Fin 2 => 1) (fun _ : Fin 2 => 1) ![fun _ => 1, odd] ![fun _ => 1, odd]
    (fun h _ => by rw [inversion_branching_witness s hs h]; simp [Fin.sum_univ_two])
    (fun h _ => by rw [inversion_branching_witness t ht h]; simp [Fin.sum_univ_two]) g
  simpa [Fin.sum_univ_two] using key

end

end BandInduction
```

```lean
#print axioms BandInduction.ind_conj
#print axioms BandInduction.ind_two_sites
#print axioms BandInduction.two_inversion_centres
```

```
'BandInduction.ind_conj' depends on axioms: [propext, Classical.choice, Quot.sound]
'BandInduction.ind_two_sites' depends on axioms: [propext, Classical.choice, Quot.sound]
'BandInduction.two_inversion_centres' depends on axioms: [propext, Classical.choice, Quot.sound]
```
